# For two fermions in real orbitals, sign agreement on every site pair gives a nonnegative overlap, but not conversely

## Three sites and one wrong sign

Put two fermions of the same spin on three sites, labelled 0, 1 and 2. A Slater determinant is then given by a matrix with one row per site and one column per occupied orbital. Take a trial state $T$ and a walker $\Phi$ with

$$
T=\begin{pmatrix}1&0\\0&1\\1&1\end{pmatrix},\qquad
\Phi=\begin{pmatrix}1&0\\0&1\\1&-1\end{pmatrix}.
$$

The amplitude for finding the particles on two given sites is the determinant of the corresponding two rows. There are three pairs of sites:

| Sites | Amplitude of $T$ | Amplitude of $\Phi$ | Product |
|---|---|---|---|
| 0, 1 | $1$ | $1$ | $1$ |
| 0, 2 | $1$ | $-1$ | $-1$ |
| 1, 2 | $-1$ | $-1$ | $1$ |

The products add up to $1$. The overlap computed directly from the orbitals is the same number:

$$
\det(T^{\mathsf T}\Phi)=\det\begin{pmatrix}2&-1\\1&0\end{pmatrix}=1 .
$$

The overlap is positive although the two states disagree in sign on sites 0 and 2, because the other two pairs outweigh the disagreement. Neither state is normalised. Each has squared norm $3$, so for normalised states the overlap is $1/3$ and the amplitudes on sites 0 and 2 are $1/\sqrt3$ and $-1/\sqrt3$.

With only two sites there is a single pair and nothing to outweigh it, so three is the smallest number of sites on which this can happen.

## What the sign of the overlap controls

In constrained path Monte Carlo, a walker is a Slater determinant that is propagated under random auxiliary fields, and it is discarded when its overlap with the trial state ceases to be positive. The constraint therefore tests one number per walker. A more detailed condition would compare the signs of the two wavefunctions in every configuration of the particles. For two fermions in real orbitals, the results below show that sign agreement in every configuration, with zero amplitudes allowed, implies a nonnegative overlap. The overlap can still be zero, when no configuration has a nonzero amplitude in both states. The results also give a strengthened form of the condition of nonnegative overlap that is equivalent to sign agreement.

The strengthened form uses site weights. Let $w_k\ge 0$ be a weight for each site $k$, and let $D_w$ be the diagonal matrix with these entries. Replacing $\Phi$ by $D_w\Phi$ rescales both orbitals site by site. When an interaction between site densities is decoupled by auxiliary fields that couple to the densities with real coefficients, the interaction factor of a propagation step acts on the walker in this way, with strictly positive weights. A weight of zero removes a site altogether.

In the example the weighted overlap is

$$
\det(T^{\mathsf T}D_w\Phi)=w_0w_1-w_0w_2+w_1w_2 .
$$

With $w_0=w_2=1$ this equals $2w_1-1$, which is negative once $w_1<1/2$. Suppressing site 1 exposes the wrong sign that the unweighted overlap concealed.

## The statements and their Lean form

Let $M$ be the number of sites, and let $T$ and $\Phi$ now be arbitrary real $M\times2$ matrices. In Lean they have type `Matrix (Fin M) (Fin 2) ℝ`, so sites run from $0$ to $M-1$ and orbitals are numbered 0 and 1. For such a matrix $A$, `amplitude A i j` is

$$
A_{ij}^{\wedge}=A_{i0}A_{j1}-A_{i1}A_{j0},
$$

and `overlap T Φ` is $\det(T^{\mathsf T}\Phi)$. The set `sitePairs M` contains the pairs with $i<j$, so each configuration of the two particles is counted once. No normalisation or orthogonality of the orbitals is assumed.

The condition `SignAgree T Φ` says that $T_{ij}^{\wedge}\Phi_{ij}^{\wedge}\ge0$ for all $i<j$. Zero amplitudes are allowed. The overall sign of a determinant matters: exchanging the two columns of $\Phi$ reverses all its amplitudes, and the overlap with them.

The theorems state the following.

- `overlap_eq_sum_pairs`: the overlap is the sum of $T_{ij}^{\wedge}\Phi_{ij}^{\wedge}$ over $i<j$. This is the two-column case of the Cauchy–Binet formula.
- `overlap_nonneg`: sign agreement implies that the overlap is nonnegative.
- `overlap_pos_iff`: under sign agreement, the overlap is positive exactly when some pair has a positive product.
- `signAgree_iff_overlap_nonneg`: sign agreement holds if and only if $\det(T^{\mathsf T}D_w\Phi)\ge0$ for every choice of nonnegative weights $w$.
- `positive_overlap_without_signAgree`: the three-site example has overlap $1$, amplitudes $1$ and $-1$ on sites 0 and 2, and no sign agreement.

For $M=0$ or $M=1$ there are no pairs: sign agreement holds trivially and the overlap is zero.

The statements concern fixed matrices. They do not treat complex orbitals, more than two particles or a spin degree of freedom, and they say nothing about hopping between sites during propagation or about the bias that the constraint introduces into an energy.

## From orbital products to site pairs

Write $S_{ab}=\sum_i T_{ia}\Phi_{ib}$ for the entries of $T^{\mathsf T}\Phi$, with $a,b\in\{0,1\}$. The product of the two amplitudes expands into four terms, each a factor for site $i$ times a factor for site $j$:

$$
\begin{aligned}
T_{ij}^{\wedge}\Phi_{ij}^{\wedge}
={}&(T_{i0}\Phi_{i0})(T_{j1}\Phi_{j1})-(T_{i0}\Phi_{i1})(T_{j1}\Phi_{j0})\\
&-(T_{i1}\Phi_{i0})(T_{j0}\Phi_{j1})+(T_{i1}\Phi_{i1})(T_{j0}\Phi_{j0}).
\end{aligned}
$$

Summing over all $i$ and $j$ independently gives

$$
\sum_{i,j}T_{ij}^{\wedge}\Phi_{ij}^{\wedge}
=S_{00}S_{11}-S_{01}S_{10}-S_{10}S_{01}+S_{11}S_{00}
=2\det(T^{\mathsf T}\Phi).
$$

Exchanging $i$ and $j$ reverses the sign of both amplitudes and leaves their product unchanged. For $i=j$ both amplitudes vanish, by the Pauli principle. The double sum is therefore twice the sum over $i<j$, and

$$
\det(T^{\mathsf T}\Phi)=\sum_{i<j}T_{ij}^{\wedge}\Phi_{ij}^{\wedge}.
$$

If every term is nonnegative, so is the sum. It is then positive exactly when at least one term is positive.

## Site weights isolate a single pair

Weighting multiplies row $i$ of $\Phi$ by $w_i$ and row $j$ by $w_j$, so

$$
(D_w\Phi)_{ij}^{\wedge}=w_iw_j\,\Phi_{ij}^{\wedge},
\qquad
\det(T^{\mathsf T}D_w\Phi)=\sum_{i<j}w_iw_j\,T_{ij}^{\wedge}\Phi_{ij}^{\wedge}.
$$

If the signs agree, every term on the right is nonnegative for nonnegative weights, and hence so is the weighted overlap.

For the other direction, fix a pair $i<j$ and set $w_i=w_j=1$, with all other weights zero. Any other pair contains a site of weight zero and drops out, which leaves

$$
\det(T^{\mathsf T}D_w\Phi)=T_{ij}^{\wedge}\Phi_{ij}^{\wedge}.
$$

By assumption the left side is nonnegative, so the signs agree on this pair. The pair was arbitrary, so they agree on all of them.

## The complete Lean file

```lean
import Mathlib

open Matrix

namespace ConstrainedPathTwoFermions

noncomputable section

/-- The amplitude of a two-fermion Slater determinant with orbital matrix `A` for finding the
particles on sites `i` and `j`: the minor of `A` formed by these two rows. -/
def amplitude {M : ℕ} (A : Matrix (Fin M) (Fin 2) ℝ) (i j : Fin M) : ℝ :=
  (A.submatrix ![i, j] id).det

/-- The overlap of the trial determinant `T` with the walker `Φ`. -/
def overlap {M : ℕ} (T Φ : Matrix (Fin M) (Fin 2) ℝ) : ℝ :=
  (Tᵀ * Φ).det

/-- The pairs of distinct sites, each counted once. -/
def sitePairs (M : ℕ) : Finset (Fin M × Fin M) :=
  Finset.univ.filter fun p => p.1 < p.2

/-- Trial state and walker have no pair of sites on which their amplitudes have opposite signs. -/
def SignAgree {M : ℕ} (T Φ : Matrix (Fin M) (Fin 2) ℝ) : Prop :=
  ∀ i j, i < j → 0 ≤ amplitude T i j * amplitude Φ i j

/-- The amplitude is the antisymmetrised product of the two orbitals. -/
theorem amplitude_eq {M : ℕ} (A : Matrix (Fin M) (Fin 2) ℝ) (i j : Fin M) :
    amplitude A i j = A i 0 * A j 1 - A i 1 * A j 0 := by
  rw [amplitude, Matrix.det_fin_two]
  rfl

/-- Summed over all ordered pairs of sites, the products of amplitudes give twice the overlap. -/
theorem sum_ordered_pairs {M : ℕ} (T Φ : Matrix (Fin M) (Fin 2) ℝ) :
    ∑ i, ∑ j, amplitude T i j * amplitude Φ i j = 2 * overlap T Φ := by
  -- each product separates into one-site factors
  have key : ∀ i j, amplitude T i j * amplitude Φ i j =
      (T i 0 * Φ i 0) * (T j 1 * Φ j 1) - (T i 0 * Φ i 1) * (T j 1 * Φ j 0)
      - (T i 1 * Φ i 0) * (T j 0 * Φ j 1) + (T i 1 * Φ i 1) * (T j 0 * Φ j 0) := by
    intro i j
    rw [amplitude_eq, amplitude_eq]
    ring
  simp only [key, Finset.sum_add_distrib, Finset.sum_sub_distrib, ← Finset.mul_sum,
    ← Finset.sum_mul, overlap, Matrix.det_fin_two, Matrix.mul_apply, Matrix.transpose_apply]
  ring

/-- The overlap of two two-fermion determinants is the sum over site pairs of the products of
their amplitudes. -/
theorem overlap_eq_sum_pairs {M : ℕ} (T Φ : Matrix (Fin M) (Fin 2) ℝ) :
    overlap T Φ = ∑ p ∈ sitePairs M, amplitude T p.1 p.2 * amplitude Φ p.1 p.2 := by
  rw [sitePairs, Finset.sum_filter, Fintype.sum_prod_type]
  -- exchange symmetry of the product folds the ordered pairs onto `i < j`
  have fold : ∑ i, ∑ j, amplitude T i j * amplitude Φ i j =
      (∑ i, ∑ j, if i < j then amplitude T i j * amplitude Φ i j else 0) +
      (∑ i, ∑ j, if i < j then amplitude T i j * amplitude Φ i j else 0) := by
    calc ∑ i, ∑ j, amplitude T i j * amplitude Φ i j
        = ∑ i, ∑ j, ((if i < j then amplitude T i j * amplitude Φ i j else 0) +
            (if j < i then amplitude T j i * amplitude Φ j i else 0)) := by
          refine Finset.sum_congr rfl fun i _ => Finset.sum_congr rfl fun j _ => ?_
          rcases lt_trichotomy i j with h | h | h
          · rw [if_pos h, if_neg (lt_asymm h), add_zero]
          · subst h
            simp only [amplitude_eq, lt_irrefl, if_false]
            ring
          · rw [if_neg (lt_asymm h), if_pos h, zero_add]
            simp only [amplitude_eq]
            ring
      _ = _ := by
          simp only [Finset.sum_add_distrib]
          congr 1
          exact Finset.sum_comm
  have total := sum_ordered_pairs T Φ
  linarith

/-- If trial state and walker agree in sign on all site pairs, their overlap is nonnegative. -/
theorem overlap_nonneg {M : ℕ} {T Φ : Matrix (Fin M) (Fin 2) ℝ} (h : SignAgree T Φ) :
    0 ≤ overlap T Φ := by
  rw [overlap_eq_sum_pairs]
  exact Finset.sum_nonneg fun p hp => h p.1 p.2 (Finset.mem_filter.mp hp).2

/-- Under sign agreement the overlap is positive exactly when some site pair has a positive
product of amplitudes. -/
theorem overlap_pos_iff {M : ℕ} {T Φ : Matrix (Fin M) (Fin 2) ℝ} (h : SignAgree T Φ) :
    0 < overlap T Φ ↔ ∃ i j, i < j ∧ 0 < amplitude T i j * amplitude Φ i j := by
  rw [overlap_eq_sum_pairs]
  constructor
  · intro hpos
    by_contra hn
    refine absurd hpos (not_lt_of_ge (Finset.sum_nonpos fun p hp => ?_))
    exact le_of_not_gt fun hp' => hn ⟨p.1, p.2, (Finset.mem_filter.mp hp).2, hp'⟩
  · rintro ⟨i, j, hij, hpos⟩
    exact Finset.sum_pos' (fun p hp => h p.1 p.2 (Finset.mem_filter.mp hp).2)
      ⟨(i, j), Finset.mem_filter.mpr ⟨Finset.mem_univ _, hij⟩, hpos⟩

/-- Site weights `w` acting on a walker multiply its amplitude on sites `i`, `j` by `w i * w j`. -/
theorem amplitude_weighted {M : ℕ} (w : Fin M → ℝ) (Φ : Matrix (Fin M) (Fin 2) ℝ)
    (i j : Fin M) :
    amplitude (Matrix.diagonal w * Φ) i j = w i * w j * amplitude Φ i j := by
  simp only [amplitude_eq, Matrix.diagonal_mul]
  ring

/-- Once the walker's orbitals are projected onto two sites, the overlap is the product of the
amplitudes on these sites. -/
theorem overlap_projected {M : ℕ} (T Φ : Matrix (Fin M) (Fin 2) ℝ) {i j : Fin M} (hij : i < j) :
    overlap T (Matrix.diagonal (fun k => if k = i ∨ k = j then (1 : ℝ) else 0) * Φ) =
      amplitude T i j * amplitude Φ i j := by
  rw [overlap_eq_sum_pairs, Finset.sum_eq_single (i, j)]
  · simp [amplitude_weighted]
  · -- every other pair has a site outside the projection
    rintro ⟨k, l⟩ hkl hne
    have hlt : k < l := (Finset.mem_filter.mp hkl).2
    by_cases hk : k = i ∨ k = j
    · by_cases hl : l = i ∨ l = j
      · exfalso
        rcases hk with hk | hk <;> rcases hl with hl | hl
        · exact hlt.ne (hk.trans hl.symm)
        · exact hne (by rw [hk, hl])
        · rw [hk, hl] at hlt
          exact lt_asymm hij hlt
        · exact hlt.ne (hk.trans hl.symm)
      · simp only [amplitude_weighted, if_neg hl, mul_zero, zero_mul]
    · simp only [amplitude_weighted, if_neg hk, mul_zero, zero_mul]
  · intro hn
    have hmem : (i, j) ∈ sitePairs M := Finset.mem_filter.mpr ⟨Finset.mem_univ _, hij⟩
    exact (hn hmem).elim

/-- Trial state and walker agree in sign on all site pairs if and only if their overlap stays
nonnegative under every choice of nonnegative site weights acting on the walker. -/
theorem signAgree_iff_overlap_nonneg {M : ℕ} (T Φ : Matrix (Fin M) (Fin 2) ℝ) :
    SignAgree T Φ ↔
      ∀ w : Fin M → ℝ, (∀ k, 0 ≤ w k) → 0 ≤ overlap T (Matrix.diagonal w * Φ) := by
  constructor
  · intro h w hw
    refine overlap_nonneg fun i j hij => ?_
    rw [amplitude_weighted]
    have hprod := mul_nonneg (mul_nonneg (hw i) (hw j)) (h i j hij)
    linarith
  · -- test with the projection onto the two sites
    intro h i j hij
    rw [← overlap_projected T Φ hij]
    refine h _ fun k => ?_
    split_ifs <;> norm_num

/-- A trial state on three sites. -/
def trial : Matrix (Fin 3) (Fin 2) ℝ := !![1, 0; 0, 1; 1, 1]

/-- A walker on three sites. -/
def walker : Matrix (Fin 3) (Fin 2) ℝ := !![1, 0; 0, 1; 1, -1]

/-- The three-site trial state and walker have overlap one, yet their amplitudes on the first and
third sites are `1` and `-1`, so they do not agree in sign. -/
theorem positive_overlap_without_signAgree :
    overlap trial walker = 1 ∧ amplitude trial 0 2 = 1 ∧ amplitude walker 0 2 = -1 ∧
      ¬ SignAgree trial walker := by
  have hT : amplitude trial 0 2 = 1 := by
    rw [amplitude_eq]
    change (1 : ℝ) * 1 - 0 * 1 = 1
    norm_num
  have hW : amplitude walker 0 2 = -1 := by
    rw [amplitude_eq]
    change (1 : ℝ) * (-1) - 0 * 1 = -1
    norm_num
  refine ⟨?_, hT, hW, fun h => ?_⟩
  · simp only [overlap, Matrix.det_fin_two, Matrix.mul_apply, Matrix.transpose_apply,
      Fin.sum_univ_three]
    change ((1 : ℝ) * 1 + 0 * 0 + 1 * 1) * (0 * 0 + 1 * 1 + 1 * (-1)) -
      (1 * 0 + 0 * 1 + 1 * (-1)) * (0 * 1 + 1 * 0 + 1 * 1) = 1
    norm_num
  · have h02 := h 0 2 (by decide)
    rw [hT, hW] at h02
    norm_num at h02

end

end ConstrainedPathTwoFermions
```

```lean
#print axioms ConstrainedPathTwoFermions.overlap_pos_iff
-- 'ConstrainedPathTwoFermions.overlap_pos_iff' depends on axioms: [propext, Classical.choice, Quot.sound]
#print axioms ConstrainedPathTwoFermions.signAgree_iff_overlap_nonneg
-- 'ConstrainedPathTwoFermions.signAgree_iff_overlap_nonneg' depends on axioms: [propext, Classical.choice, Quot.sound]
#print axioms ConstrainedPathTwoFermions.positive_overlap_without_signAgree
-- 'ConstrainedPathTwoFermions.positive_overlap_without_signAgree' depends on axioms: [propext, Classical.choice, Quot.sound]
```

## How the proof follows the calculation

**The double sum.** `amplitude_eq` writes the minor out as a difference of two products. In `sum_ordered_pairs`, the auxiliary identity `key` is the four-term expansion above, and `ring` verifies it. The `simp only` call then distributes the sums over the four terms and pulls out the factors that do not depend on the summation index. It also expands the overlap into the same one-site sums $S_{ab}$. The final `ring` identifies the two sides.

**Folding onto pairs with $i<j$.** `overlap_eq_sum_pairs` first rewrites the sum over `sitePairs M` as a double sum with the condition `i < j`. The identity `fold` says that the unrestricted sum is two copies of this one. Its proof distinguishes $i<j$, $i=j$ and $j<i$ by `lt_trichotomy`. The middle case is the vanishing diagonal, and the last uses the exchange symmetry of the product. `Finset.sum_comm` exchanges the order of summation, which turns the part with `j < i` into the second copy. Together with the factor of two from `sum_ordered_pairs`, `linarith` obtains the formula.

**Nonnegativity and positivity.** `overlap_nonneg` applies `Finset.sum_nonneg` to the pair formula. In `overlap_pos_iff`, the forward direction argues by contradiction: if no product is positive, the sum is at most zero. This half does not need sign agreement. The reverse direction does, because without it negative terms could outweigh a positive one. With all terms nonnegative, one positive term makes the sum positive, which is `Finset.sum_pos'`.

**Weights and projection.** `amplitude_weighted` proves the factor $w_iw_j$. In `overlap_projected`, the weight function is one on the two chosen sites and zero elsewhere, and `Finset.sum_eq_single` reduces the sum to the pair $(i,j)$. The case analysis considers another pair $(k,l)$ with $k<l$. If both sites lie in $\{i,j\}$, the pair would have to be $(i,i)$, $(j,j)$ or $(j,i)$, and each contradicts the ordering. Otherwise one weight is zero and the term vanishes.

**The equivalence.** The forward half of `signAgree_iff_overlap_nonneg` shows that the weighted walker still agrees in sign with the trial state, and then applies `overlap_nonneg` to it. The reverse half rewrites the product for a given pair as a projected overlap and applies the hypothesis to those weights. `split_ifs` separates the weights one and zero, and `norm_num` checks that both are nonnegative.

**The example.** The last theorem evaluates the two amplitudes and the overlap by `norm_num`. Sign agreement on sites 0 and 2 would require $1\cdot(-1)\ge0$, which gives the contradiction.
